# The Plane-Wave Basis Size in Three Dimensions, Averaged over the Reciprocal Cell, Is $\Omega g^3/(6\pi^2)$

Here $\Omega$ is the volume of the direct cell, and the basis at wave vector $k$ consists of the plane waves with $|k+G|\le g$, where $G$ runs over the reciprocal lattice in the convention that includes the factor $2\pi$. We average over the half-open parallelepiped spanned by the reciprocal basis vectors, and not over the first Brillouin zone. The lattice translates of this parallelepiped cover every point of space exactly once, with no shared faces to discuss. The number of plane waves is unchanged when a reciprocal lattice vector is added to $k$, so the Brillouin zone would give the same average; we use this nowhere and leave it unformalised.

## From a lattice count to the volume of a ball

Let $a_i$ and $b_j$ be bases of $\mathbb R^d$, with $i,j=0,\dots,d-1$, that satisfy
$$a_i\cdot b_j=2\pi\,\delta_{ij}.$$
The $a_i$ span the direct cell, of volume $\Omega$. The integer combinations of the $b_j$ form the reciprocal lattice $\Lambda$, and
$$C=\Big\{\sum_j t_j b_j : 0\le t_j<1\Big\}$$
is the reciprocal cell, of volume $\Omega_b$. For a cutoff radius $g$, the basis size at wave vector $k$ is
$$N(k)=\#\{G\in\Lambda : |k+G|\le g\}.$$

For $d=3$ and $g\ge 0$ the claim is
$$\int_C N(k)\,dk=\frac{4\pi g^3}{3},\qquad \frac{1}{\Omega_b}\int_C N(k)\,dk=\frac{\Omega g^3}{6\pi^2}.$$

**The count is finite.** If $G=\sum_j n_j b_j$ is counted, then $|G|\le g+|k|$. Since $n_j=a_j\cdot G/(2\pi)$, each integer $n_j$ is bounded, which leaves finitely many choices.

**The sum unfolds.** Let $\chi$ be the indicator function of the closed ball of radius $g$ about the origin. Then $N(k)=\sum_{G}\chi(k+G)$. All terms are non-negative, so sum and integral may be exchanged:
$$\int_C N(k)\,dk=\sum_{G\in\Lambda}\int_C\chi(k+G)\,dk=\sum_{G\in\Lambda}\int_{C+G}\chi(q)\,dq=\int_{\mathbb R^d}\chi(q)\,dq .$$
The last step holds because each $q=\sum_j s_j b_j$ lies in exactly one translate $C+G$, the one with $G=\sum_j\lfloor s_j\rfloor b_j$. The right-hand side is the volume of the ball, which is $4\pi g^3/3$ in three dimensions.

**The cell volumes are dual.** Let $A_{ij}=(a_i)_j$ and $B_{ij}=(b_i)_j$ be the matrices of Cartesian components. Then $(AB^{T})_{ij}=a_i\cdot b_j$, so $AB^{T}=2\pi I$. Taking determinants gives $\det A\,\det B=(2\pi)^d$, and since $\Omega=|\det A|$ and $\Omega_b=|\det B|$,
$$\Omega\,\Omega_b=(2\pi)^d .$$

**The average follows.** For $d=3$ we divide by $\Omega_b=8\pi^3/\Omega$:
$$\frac{4\pi g^3}{3}\cdot\frac{\Omega}{8\pi^3}=\frac{\Omega g^3}{6\pi^2}.$$

If $N(k)$ exceeded this average everywhere in $C$, then $N$ minus its average would be strictly positive on a set of positive volume and yet integrate to zero. So some $k$ has at most the average number of plane waves, and by the same argument some $k$ has at least that number.

In a plane-wave electronic-structure calculation that keeps exactly the plane waves with $|k+G|\le g$, $N(k)$ is the dimension of the one-electron Hamiltonian matrix at $k$, without spin. The formula gives its mean over the continuous cell; the mean over a finite mesh of $k$-points generally differs. With electron mass $m$ and cutoff energy $E$, the radius is fixed by $g^2=2mE/\hbar^2$.

At the smallest admissible cutoff, $g=0$, the only $k$ in $C$ with a plane wave is $k=0$, where $N=1$. A single point has no volume, so integral and average are both zero, as the formulas say.

## Lattice, cell and basis size in Lean

The file opens the namespaces for measure theory, metric spaces and bases.

```lean
import Mathlib

open MeasureTheory Metric Module
open scoped ENNReal Real

namespace PlaneWaveCount

noncomputable section
```

Positions and wave vectors live in the same Euclidean space, with its usual norm and Lebesgue measure. No units are attached.

```lean
/-- Euclidean space of dimension `d`, home of positions and of wave vectors. -/
abbrev Space (d : ℕ) := EuclideanSpace ℝ (Fin d)
```

A lattice is given by a basis `b` of the whole space, so it has full rank. It consists of the integer combinations of the vectors `b i`.

```lean
variable {d : ℕ}

/-- The lattice of all integer combinations of the basis vectors `b i`. -/
abbrev lattice (b : Basis (Fin d) ℝ (Space d)) : AddSubgroup (Space d) :=
  (Submodule.span ℤ (Set.range b)).toAddSubgroup
```

The cell is Mathlib's `ZSpan.fundamentalDomain`, the set of points whose coordinates in the basis `b` lie in $[0,1)$. This is $C$.

```lean
/-- The half-open parallelepiped spanned by the basis vectors `b i`. -/
abbrev cell (b : Basis (Fin d) ℝ (Space d)) : Set (Space d) :=
  ZSpan.fundamentalDomain b
```

Its volume is a real number. Applied to `a` the definition gives $\Omega$, and applied to `b` it gives $\Omega_b$.

```lean
/-- The volume of the parallelepiped cell. -/
def cellVolume (b : Basis (Fin d) ℝ (Space d)) : ℝ := volume.real (cell b)
```

Duality is stated as a property of two bases, in the convention that includes the factor $2\pi$.

```lean
/-- Direct vectors `a i` and reciprocal vectors `b j` satisfy `a i · b j = 2π δ_ij`. -/
def IsReciprocal (a b : Basis (Fin d) ℝ (Space d)) : Prop :=
  ∀ i j, inner ℝ (a i) (b j) = if i = j then 2 * π else 0
```

The next two definitions are the plane-wave set and $N(k)$. The function `ncard` returns zero for an infinite set, so `basisSize` is a true count only once finiteness has been proved.

```lean
/-- The lattice vectors `G` whose plane wave `k + G` lies within the cutoff radius `g`. -/
def planeWaves (b : Basis (Fin d) ℝ (Space d)) (g : ℝ) (k : Space d) : Set (lattice b) :=
  {G | ‖k + (G : Space d)‖ ≤ g}

/-- The number of plane waves in the basis at wave vector `k`. -/
def basisSize (b : Basis (Fin d) ℝ (Space d)) (g : ℝ) (k : Space d) : ℕ :=
  (planeWaves b g k).ncard
```

## Orthorhombic lattices as a reciprocal pair

A family of nonzero numbers `L i` gives a basis along the Cartesian axes, with edge lengths $|L_i|$.

```lean
/-- The basis vectors `L i • e i` along the Cartesian axes, for nonzero `L i`. -/
def orthorhombic (L : Fin d → ℝ) (hL : ∀ i, L i ≠ 0) : Basis (Fin d) ℝ (Space d) :=
  (EuclideanSpace.basisFun (Fin d) ℝ).toBasis.isUnitSMul (fun i => (hL i).isUnit)
```

Edges $L_i$ and $2\pi/L_i$ satisfy the duality relation, so the hypothesis `IsReciprocal` is met by a concrete lattice in every dimension. The proof takes both scale factors out of the inner product and uses the orthonormality of the Cartesian axes. For $i=j$ what remains is $L_i\cdot 2\pi/L_i=2\pi$; for $i\ne j$ it is zero.

```lean
/-- The orthorhombic lattices with edges `L i` and `2π / L i` are reciprocal to each other. -/
theorem isReciprocal_witness (L : Fin d → ℝ) (hL : ∀ i, L i ≠ 0) :
    IsReciprocal (orthorhombic L hL)
      (orthorhombic (fun i => 2 * π / L i)
        (fun i => div_ne_zero (by positivity) (hL i))) := by
  intro i j
  have h := orthonormal_iff_ite.mp (EuclideanSpace.basisFun (Fin d) ℝ).orthonormal i j
  simp only [orthorhombic, Basis.isUnitSMul_apply, OrthonormalBasis.coe_toBasis,
    real_inner_smul_left, real_inner_smul_right, h]
  by_cases hij : i = j
  · subst hij
    have := hL i
    simp only [if_true]
    field_simp
  · simp [hij]
```

## Unfolding the lattice sum

Finiteness holds for every real `g`. A counted $G$ lies in the closed ball of radius $g$ about $-k$, and `ZSpan.setFinite_inter` says that a bounded set contains finitely many lattice points. This replaces the explicit bound on the integers $n_j$.

```lean
/-- At every wave vector a finite cutoff admits only finitely many plane waves. -/
theorem planeWaves_finite (b : Basis (Fin d) ℝ (Space d)) (g : ℝ) (k : Space d) :
    (planeWaves b g k).Finite := by
  have h := ZSpan.setFinite_inter b (isBounded_closedBall (x := -k) (r := g))
  refine (h.preimage Subtype.val_injective.injOn).subset fun G hG => ⟨?_, G.2⟩
  rw [mem_closedBall, dist_eq_norm, sub_neg_eq_add, add_comm]
  exact hG
```

The lattice is also countable, which the exchange of sum and integral needs.

```lean
instance (b : Basis (Fin d) ℝ (Space d)) : Countable (lattice b) :=
  countable_of_Lindelof_of_discrete
```

The next theorem is $N(k)=\sum_G\chi(k+G)$, with values in the extended non-negative reals `ℝ≥0∞`, where every such sum has a value. The indicator is one on the finite plane-wave set (`h1`) and zero off it (`h0`), so the infinite sum reduces to a finite sum of ones.

```lean
/-- The basis size is the lattice sum of the indicator function of the cutoff ball. -/
theorem basisSize_eq_tsum (b : Basis (Fin d) ℝ (Space d)) (g : ℝ) (k : Space d) :
    (basisSize b g k : ℝ≥0∞) = ∑' G : lattice b,
      (closedBall (0 : Space d) g).indicator (1 : Space d → ℝ≥0∞) ((G : Space d) + k) := by
  have hfin := planeWaves_finite b g k
  have h1 : ∀ G ∈ hfin.toFinset, (closedBall (0 : Space d) g).indicator
      (1 : Space d → ℝ≥0∞) ((G : Space d) + k) = 1 := by
    intro G hG
    refine Set.indicator_of_mem ?_ _
    rw [mem_closedBall_zero_iff, add_comm]
    exact hfin.mem_toFinset.1 hG
  have h0 : ∀ G ∉ hfin.toFinset, (closedBall (0 : Space d) g).indicator
      (1 : Space d → ℝ≥0∞) ((G : Space d) + k) = 0 := by
    intro G hG
    refine Set.indicator_of_notMem (fun h => hG (hfin.mem_toFinset.2 ?_)) _
    rw [mem_closedBall_zero_iff, add_comm] at h
    exact h
  rw [tsum_eq_sum h0, Finset.sum_congr rfl h1, basisSize, Set.ncard_eq_toFinset_card _ hfin]
  simp only [Finset.sum_const, nsmul_eq_mul, mul_one]
```

The central step holds in any dimension and for any real cutoff. It states that $N$ is integrable over the cell and that its integral is the volume of the ball. Inside the proof, `hI` is the chain of equalities from the derivation: `lintegral_tsum` exchanges sum and integral, and `lintegral_eq_tsum''` expresses the tiling of space by translated cells. The remaining lines carry the result from extended non-negative values to ordinary real integrals, using the finite volume of the ball.

```lean
/-- In any dimension the basis size is integrable over the reciprocal cell, and its integral
is the volume of the cutoff ball. -/
theorem integral_basisSize (b : Basis (Fin d) ℝ (Space d)) (g : ℝ) :
    IntegrableOn (fun k => (basisSize b g k : ℝ)) (cell b) ∧
      ∫ k in cell b, (basisSize b g k : ℝ) = volume.real (closedBall (0 : Space d) g) := by
  have hm : ∀ G : lattice b, Measurable fun k : Space d =>
      (closedBall (0 : Space d) g).indicator (1 : Space d → ℝ≥0∞) ((G : Space d) + k) :=
    fun G => (measurable_one.indicator measurableSet_closedBall).comp (measurable_const_add _)
  have hN : Measurable fun k => (basisSize b g k : ℝ≥0∞) := by
    simp_rw [basisSize_eq_tsum]
    exact Measurable.tsum hm
  -- the translates of the cell tile space, so the lattice sum unfolds to the whole ball
  have hI : ∫⁻ k in cell b, (basisSize b g k : ℝ≥0∞) = volume (closedBall (0 : Space d) g) := by
    have key := (ZSpan.isAddFundamentalDomain' b volume).lintegral_eq_tsum''
      ((closedBall (0 : Space d) g).indicator (1 : Space d → ℝ≥0∞))
    rw [lintegral_indicator_one measurableSet_closedBall] at key
    simp_rw [basisSize_eq_tsum]
    rw [lintegral_tsum fun G => (hm G).aemeasurable]
    exact key.symm
  have hfin : ∫⁻ k in cell b, (basisSize b g k : ℝ≥0∞) ≠ ∞ := by
    rw [hI]
    exact measure_closedBall_lt_top.ne
  constructor
  · have h := integrable_toReal_of_lintegral_ne_top hN.aemeasurable hfin
    simp only [ENNReal.toReal_natCast] at h
    exact h
  · have h := integral_toReal (μ := volume.restrict (cell b)) hN.aemeasurable
      (Filter.Eventually.of_forall fun k => ENNReal.natCast_lt_top (basisSize b g k))
    rw [hI] at h
    simp only [ENNReal.toReal_natCast] at h
    exact h
```

## The product of the two cell volumes

The volume of a cell is the absolute determinant of its Cartesian components. The proof compares the basis `b` with the standard basis, whose cell is the unit cube of volume one (`h1`). The half-open cube and the closed one differ only by a set of measure zero.

```lean
/-- The cell volume is the absolute determinant of the Cartesian components of the basis. -/
theorem cellVolume_eq_det (b : Basis (Fin d) ℝ (Space d)) :
    cellVolume b = |(Matrix.of fun i j => b i j).det| := by
  let e := EuclideanSpace.basisFun (Fin d) ℝ
  have h1 : volume (ZSpan.fundamentalDomain e.toBasis) = 1 := by
    rw [measure_congr (ZSpan.fundamentalDomain_ae_parallelepiped _ volume),
      OrthonormalBasis.coe_toBasis]
    exact e.volume_parallelepiped
  have h2 : e.toBasis.det b = (Matrix.of fun i j => b i j).det := by
    rw [Basis.det_apply, ← Matrix.det_transpose]
    congr 1
  rw [cellVolume, measureReal_def, ZSpan.measure_fundamentalDomain b volume (b₀ := e.toBasis),
    h1, mul_one, ENNReal.toReal_ofReal (abs_nonneg _), h2]
```

The product rule then follows as it did by hand: `hAB` is the matrix identity $AB^{T}=2\pi I$, and `hdet` is its determinant. The reciprocal cell volume is thus derived from the duality relation and not assumed.

```lean
/-- The volumes of the direct and the reciprocal cell multiply to `(2π)^d`. -/
theorem cellVolume_mul {a b : Basis (Fin d) ℝ (Space d)} (h : IsReciprocal a b) :
    cellVolume a * cellVolume b = (2 * π) ^ d := by
  have hAB : (Matrix.of fun i j => a i j) * (Matrix.of fun i j => b i j).transpose
      = (2 * π) • (1 : Matrix (Fin d) (Fin d) ℝ) := by
    ext i j
    have hij := h i j
    simp only [PiLp.inner_apply, RCLike.inner_apply, conj_trivial] at hij
    simp only [Matrix.mul_apply, Matrix.transpose_apply, Matrix.of_apply, Matrix.smul_apply,
      Matrix.one_apply, smul_eq_mul, mul_ite, mul_one, mul_zero]
    rw [← hij]
    exact Finset.sum_congr rfl fun _ _ => mul_comm _ _
  have hdet := congrArg Matrix.det hAB
  rw [Matrix.det_mul, Matrix.det_transpose, Matrix.det_smul, Matrix.det_one, mul_one,
    Fintype.card_fin] at hdet
  rw [cellVolume_eq_det, cellVolume_eq_det, ← abs_mul, hdet, abs_of_pos (by positivity)]
```

## The integral and the average in three dimensions

Inserting the volume of a three-dimensional ball gives the first half of the claim. No direct lattice appears, because the integral does not depend on the cell's shape or volume. The condition `0 ≤ g` reflects the meaning of $g$ as a radius: for negative $g$ the ball is empty, while $g^3$ is negative.

```lean
/-- In three dimensions, for a cutoff `g ≥ 0`, the basis size integrates over the reciprocal
cell to `4πg³/3`. -/
theorem integral_basisSize_three (b : Basis (Fin 3) ℝ (Space 3)) {g : ℝ} (hg : 0 ≤ g) :
    ∫ k in cell b, (basisSize b g k : ℝ) = 4 * π * g ^ 3 / 3 := by
  rw [(integral_basisSize b g).2, measureReal_def, EuclideanSpace.volume_closedBall_fin_three,
    ENNReal.toReal_mul, ENNReal.toReal_pow, ENNReal.toReal_ofReal hg,
    ENNReal.toReal_ofReal (by positivity)]
  ring
```

In the average, `⨍` denotes the integral divided by the volume of the cell, and `cellVolume a` is $\Omega$. The proof first obtains $\Omega_b\neq0$ from the product rule. After the denominators are cleared, the goal is $8\pi^3g^3=\Omega\,\Omega_b\,g^3$, which is the product rule multiplied by $g^3$.

The duality hypothesis `h` fixes the prefactor. Suppose it is replaced by the convention $a_i\cdot b_j=\delta_{ij}$, and let both bases be the standard one. Then $\Omega=\Omega_b=1$ and the average is $4\pi g^3/3$, which for $g>0$ is larger than $\Omega g^3/(6\pi^2)$ by the factor $(2\pi)^3$.

```lean
/-- For a crystal with direct cell volume `Ω` and a cutoff `g ≥ 0`, the number of plane waves
averaged over the reciprocal cell is exactly `Ω g³ / (6π²)`. -/
theorem average_basisSize {a b : Basis (Fin 3) ℝ (Space 3)} (h : IsReciprocal a b)
    {g : ℝ} (hg : 0 ≤ g) :
    ⨍ k in cell b, (basisSize b g k : ℝ) = cellVolume a * g ^ 3 / (6 * π ^ 2) := by
  have hv := cellVolume_mul h
  have hb : cellVolume b ≠ 0 := by
    intro h0
    rw [h0, mul_zero] at hv
    exact (pow_pos Real.two_pi_pos 3).ne hv
  rw [setAverage_eq, integral_basisSize_three b hg, smul_eq_mul]
  change (cellVolume b)⁻¹ * (4 * π * g ^ 3 / 3) = _
  -- the reciprocal cell volume is traded for the direct one
  rw [inv_mul_eq_div, div_eq_div_iff hb (by positivity)]
  linear_combination (-g ^ 3) * hv
```

The last theorem places the average between values that $N$ takes in the cell. It combines the integrability of $N$ with the positive, finite volume of the cell. It does not say at which $k$ these values occur, or how far $N$ strays from its mean.

```lean
/-- For `g ≥ 0`, some wave vector in the reciprocal cell has at most `Ω g³ / (6π²)` plane
waves, and some wave vector in it has at least that many. -/
theorem exists_basisSize_le_and_ge {a b : Basis (Fin 3) ℝ (Space 3)} (h : IsReciprocal a b)
    {g : ℝ} (hg : 0 ≤ g) :
    (∃ k ∈ cell b, (basisSize b g k : ℝ) ≤ cellVolume a * g ^ 3 / (6 * π ^ 2)) ∧
      ∃ k ∈ cell b, cellVolume a * g ^ 3 / (6 * π ^ 2) ≤ (basisSize b g k : ℝ) := by
  have hv := cellVolume_mul h
  have hb : cellVolume b ≠ 0 := by
    intro h0
    rw [h0, mul_zero] at hv
    exact (pow_pos Real.two_pi_pos 3).ne hv
  obtain ⟨h0, htop⟩ := ENNReal.toReal_ne_zero.1 hb
  have hint := (integral_basisSize b g).1
  rw [← average_basisSize h hg]
  exact ⟨exists_le_setAverage h0 htop hint, exists_setAverage_le h0 htop hint⟩

end

end PlaneWaveCount
```

```lean
#print axioms PlaneWaveCount.integral_basisSize_three
-- 'PlaneWaveCount.integral_basisSize_three' depends on axioms: [propext, Classical.choice, Quot.sound]
#print axioms PlaneWaveCount.exists_basisSize_le_and_ge
-- 'PlaneWaveCount.exists_basisSize_le_and_ge' depends on axioms: [propext, Classical.choice, Quot.sound]
```
